# Every flip-invariant energy of four Ising spins has unique pair and four-spin exchange constants

Q: Take two Ising spins, $s_1,s_2=\pm1$, whose energy is unchanged when both are reversed. Only two energies are left, $E_{\uparrow\uparrow}$ and $E_{\uparrow\downarrow}$, and $E=E_0+Js_1s_2$ fits them with
$$E_0=\tfrac12(E_{\uparrow\uparrow}+E_{\uparrow\downarrow}),\qquad J=\tfrac12(E_{\uparrow\uparrow}-E_{\uparrow\downarrow}).$$
Isn't the four-spin case just more of this counting?

A: The count does match. Sixteen configurations form eight flipped pairs, and there are eight constants: $E_0$, six $J_{ij}$ and $K$. But eight equations in eight unknowns can still be degenerate. Your $J$ shows what prevents that: it is an average of the energy weighted by $s_1s_2$, and the constant term drops out of it.

Q: How are the spins represented? I don't want a hidden third spin value.

A: There is none. A configuration assigns each site a unit of the integers, and the only units are $+1$ and $-1$. `spin` turns that into a real number, and `-s` reverses every site. For a set $S$ of sites, `cluster` is $\Phi_S(s)=\prod_{i\in S}s_i$, with $\Phi_\emptyset=1$. For $n$ sites, `clusterCoeff` is the average $c_S=2^{-n}\sum_s E(s)\Phi_S(s)$.

```lean
import Mathlib

open Finset

namespace IsingClusterExpansion

noncomputable section

/-- A configuration of Ising spins: each site carries `+1` or `-1`. -/
abbrev Config (ι : Type*) := ι → ℤˣ

variable {ι : Type*} [Fintype ι] [DecidableEq ι]

/-- The value of the spin at site `i`, as a real number. -/
def spin {ι : Type*} (s : Config ι) (i : ι) : ℝ := ((s i : ℤ) : ℝ)

/-- The cluster function of a set of sites: the product of its spins. -/
def cluster {ι : Type*} (S : Finset ι) (s : Config ι) : ℝ := ∏ i ∈ S, spin s i

/-- The cluster coefficient of an energy: the average over all configurations of
the energy times the cluster function. -/
def clusterCoeff (E : Config ι → ℝ) (S : Finset ι) : ℝ :=
  (∑ s, E s * cluster S s) / 2 ^ Fintype.card ι
```

Q: Why should these averages rebuild the energy?

A: Because the cluster functions are complete. Expanding a product over sites gives one term per subset, so for configurations $s$ and $t$
$$\sum_S\Phi_S(s)\Phi_S(t)=\prod_i(1+s_it_i).$$
If $s=t$, every factor is 2 and the result is $2^n$. If they differ at some site, that factor is zero. In Lean, `Finset.prod_add` performs the expansion.

```lean
/-- Completeness: summed over all clusters, the product of the cluster functions of two
configurations vanishes unless the configurations coincide. -/
theorem cluster_complete (s t : Config ι) :
    ∑ S : Finset ι, cluster S s * cluster S t =
      if s = t then 2 ^ Fintype.card ι else 0 := by
  -- the sum over subsets factorises over sites
  have h : ∑ S : Finset ι, cluster S s * cluster S t =
      ∏ i, (spin s i * spin t i + 1) := by
    rw [Finset.prod_add, Finset.powerset_univ]
    simp [cluster, Finset.prod_mul_distrib]
  rw [h]
  split_ifs with hst
  · subst hst
    have h2 : ∀ i, spin s i * spin s i + 1 = 2 := by
      intro i
      rcases Int.units_eq_one_or (s i) with a | a <;> norm_num [spin, a]
    simp [h2]
  · obtain ⟨i, hi⟩ := Function.ne_iff.1 hst
    apply Finset.prod_eq_zero (Finset.mem_univ i)
    rcases Int.units_eq_one_or (s i) with a | a <;>
      rcases Int.units_eq_one_or (t i) with b | b
    · exact absurd (a.trans b.symm) hi
    · simp [spin, a, b]
    · simp [spin, a, b]
    · exact absurd (a.trans b.symm) hi
```

Q: And uniqueness of the coefficients?

A: That is orthogonality. The sum over configurations also factorises:
$$\sum_s\Phi_S(s)\Phi_T(s)=\prod_i\sum_{x=\pm1}x^{[i\in S]+[i\in T]},$$
where a bracket is 1 if its condition holds and 0 otherwise. A site in both sets or in neither gives 2; a site in exactly one gives $1-1=0$. The total is $2^n$ for $S=T$ and zero otherwise. The function `g` in the proof is the single-site factor.

```lean
/-- Orthogonality: summed over all configurations, the product of two different cluster
functions vanishes. -/
theorem cluster_orthogonal (S T : Finset ι) :
    ∑ s : Config ι, cluster S s * cluster T s =
      if S = T then 2 ^ Fintype.card ι else 0 := by
  let g : ι → ℤˣ → ℝ := fun i x =>
    (if i ∈ S then ((x : ℤ) : ℝ) else 1) * (if i ∈ T then ((x : ℤ) : ℝ) else 1)
  have hg : ∀ s : Config ι, cluster S s * cluster T s = ∏ i, g i (s i) := by
    intro s
    have hU : ∀ U : Finset ι, cluster U s = ∏ i, if i ∈ U then ((s i : ℤ) : ℝ) else 1 := by
      intro U
      simp [cluster, spin, Finset.prod_ite_mem]
    rw [hU S, hU T]
    exact Finset.prod_mul_distrib.symm
  -- the sum over configurations factorises over sites
  have h : ∏ i, ∑ x : ℤˣ, g i x = ∑ s : Config ι, ∏ i, g i (s i) := by
    rw [Finset.prod_univ_sum, Fintype.piFinset_univ]
  have hs : ∀ i, ∑ x : ℤˣ, g i x = if (i ∈ S ↔ i ∈ T) then 2 else 0 := by
    intro i
    rw [show (Finset.univ : Finset ℤˣ) = {1, -1} from rfl, Finset.sum_pair (by decide)]
    by_cases hS : i ∈ S <;> by_cases hT : i ∈ T <;> norm_num [g, hS, hT]
  rw [Finset.sum_congr rfl (fun s _ => hg s), ← h, Finset.prod_congr rfl (fun i _ => hs i)]
  split_ifs with hST
  · simp [hST]
  · have hne : ∃ i, ¬(i ∈ S ↔ i ∈ T) := by
      by_contra hc
      exact hST (Finset.ext fun i => not_not.1 fun hi => hc ⟨i, hi⟩)
    obtain ⟨i, hi⟩ := hne
    exact Finset.prod_eq_zero (Finset.mem_univ i) (if_neg hi)
```

Now both directions are short. Completeness gives
$$\sum_S c_S\Phi_S(s)=2^{-n}\sum_tE(t)\sum_S\Phi_S(t)\Phi_S(s)=E(s).$$
Conversely, if $E=\sum_TJ_T\Phi_T$, multiplying by $\Phi_S$ and summing over configurations gives $2^nJ_S=\sum_sE(s)\Phi_S(s)$, so $J_S=c_S$. The two `calc` blocks are these calculations, in the opposite order.

```lean
/-- Every energy of finitely many Ising spins is a sum of cluster functions with exactly one
choice of constants, namely its cluster coefficients. -/
theorem cluster_expansion (E : Config ι → ℝ) (J : Finset ι → ℝ) :
    (∀ s, E s = ∑ S, J S * cluster S s) ↔ ∀ S, J S = clusterCoeff E S := by
  have h2 : (2 : ℝ) ^ Fintype.card ι ≠ 0 := by positivity
  constructor
  · intro h S
    rw [clusterCoeff, eq_div_iff h2]
    calc J S * 2 ^ Fintype.card ι
        = ∑ T, J T * ∑ s, cluster T s * cluster S s := by simp [cluster_orthogonal]
      _ = ∑ s, E s * cluster S s := by
        simp_rw [h, Finset.sum_mul, Finset.mul_sum]
        rw [Finset.sum_comm]
        exact Finset.sum_congr rfl fun _ _ => Finset.sum_congr rfl fun _ _ => by ring
  · intro h s
    simp_rw [h, clusterCoeff, div_mul_eq_mul_div, ← Finset.sum_div]
    rw [eq_div_iff h2]
    calc E s * 2 ^ Fintype.card ι
        = ∑ t, E t * ∑ S, cluster S t * cluster S s := by simp [cluster_complete]
      _ = ∑ S, (∑ t, E t * cluster S t) * cluster S s := by
        simp_rw [Finset.sum_mul, Finset.mul_sum]
        rw [Finset.sum_comm]
        exact Finset.sum_congr rfl fun _ _ => Finset.sum_congr rfl fun _ _ => by ring
```

Q: Where does the flip symmetry enter?

A: As the hypothesis `hE`. It stands for time-reversal symmetry without an external magnetic field: reversing all moments costs nothing. Since $\Phi_S(-s)=(-1)^{|S|}\Phi_S(s)$, relabelling $s\to-s$ in the average gives $c_S=-c_S$ for odd $|S|$, hence $c_S=0$. `Equiv.sum_comp` does the relabelling.

```lean
/-- If the energy is invariant under the global flip, the coefficient of every cluster with
an odd number of sites vanishes. -/
theorem clusterCoeff_odd (E : Config ι → ℝ) (hE : ∀ s, E (-s) = E s)
    (S : Finset ι) (hS : Odd S.card) : clusterCoeff E S = 0 := by
  have hc : ∀ s : Config ι, cluster S (-s) = -cluster S s := by
    intro s
    have h1 : cluster S (-s) = (-1) ^ S.card * cluster S s := by
      unfold cluster
      rw [← Finset.prod_const, ← Finset.prod_mul_distrib]
      exact Finset.prod_congr rfl fun i _ => by simp [spin]
    rw [h1, hS.neg_one_pow, neg_one_mul]
  -- relabel the configurations by the global flip
  have h : ∑ s, E (-s) * cluster S (-s) = ∑ s, E s * cluster S s :=
    Equiv.sum_comp (Equiv.neg (Config ι)) (fun s => E s * cluster S s)
  simp only [hE, hc, mul_neg, Finset.sum_neg_distrib] at h
  have h0 : ∑ s, E s * cluster S s = 0 := by linarith
  rw [clusterCoeff, h0, zero_div]
```

Q: Exchange constants come with many conventions. Which one is this?

A: Each pair is counted once, with a plus sign, so positive $J_{ij}$ favours antiparallel spins. The spins have unit length, so moment sizes are absorbed into the constants. Lean numbers the sites from 0: `spin s 0` is $s_1$ and `spin s 3` is $s_4$.

```lean
/-- The constants of a four-spin model: an offset, six pair exchanges and one
four-spin exchange. -/
@[ext]
structure FourSpinModel where
  (E₀ J₁₂ J₁₃ J₁₄ J₂₃ J₂₄ J₃₄ K : ℝ)

/-- The energy `E₀ + ∑ Jᵢⱼ sᵢ sⱼ + K s₁ s₂ s₃ s₄`, with the sum over the six pairs. -/
def FourSpinModel.energy (M : FourSpinModel) (s : Config (Fin 4)) : ℝ :=
  M.E₀ + M.J₁₂ * spin s 0 * spin s 1 + M.J₁₃ * spin s 0 * spin s 2
    + M.J₁₄ * spin s 0 * spin s 3 + M.J₂₃ * spin s 1 * spin s 2
    + M.J₂₄ * spin s 1 * spin s 3 + M.J₃₄ * spin s 2 * spin s 3
    + M.K * spin s 0 * spin s 1 * spin s 2 * spin s 3
```

Of the sixteen subsets of four sites, the even ones are the empty set, six pairs and the full set. Lean checks this list by `decide`.

```lean
/-- A sum over all clusters of four sites in which the odd clusters contribute nothing
has eight terms: the empty cluster, the six pairs and the full cluster. -/
theorem sum_even_clusters (f : Finset (Fin 4) → ℝ) (hf : ∀ S, Odd S.card → f S = 0) :
    ∑ S, f S = f ∅ + f {0, 1} + f {0, 2} + f {0, 3} + f {1, 2} + f {1, 3} + f {2, 3}
      + f univ := by
  have hodd : ∀ S : Finset (Fin 4), S ∉ ({∅, {0, 1}, {0, 2}, {0, 3}, {1, 2}, {1, 3},
      {2, 3}, univ} : Finset (Finset (Fin 4))) → S.card % 2 = 1 := by decide
  rw [← Finset.sum_subset (Finset.subset_univ _)
    (fun S _ hS => hf S (Nat.odd_iff.2 (hodd S hS)))]
  rw [Finset.sum_insert, Finset.sum_insert, Finset.sum_insert, Finset.sum_insert,
    Finset.sum_insert, Finset.sum_insert, Finset.sum_insert, Finset.sum_singleton]
  · ring
  all_goals decide
```

Q: Does uniqueness of the cluster expansion carry over to the eight named constants?

A: It does, but the file proves it directly. Set $s_1=+1$. The eight functions in the model become $1,s_2,s_3,s_4,s_2s_3,s_2s_4,s_3s_4,s_2s_3s_4$, which are all the cluster functions of three spins, and these are independent by orthogonality. Lean evaluates two models with equal energies at the eight corresponding configurations and solves the linear equations with `linarith`.

```lean
/-- Two four-spin models with the same energy in every configuration have the same constants. -/
theorem energy_injective {M N : FourSpinModel} (h : M.energy = N.energy) : M = N := by
  have e1 := congrFun h ![1, 1, 1, 1]
  have e2 := congrFun h ![1, 1, 1, -1]
  have e3 := congrFun h ![1, 1, -1, 1]
  have e4 := congrFun h ![1, -1, 1, 1]
  have e5 := congrFun h ![1, 1, -1, -1]
  have e6 := congrFun h ![1, -1, 1, -1]
  have e7 := congrFun h ![1, -1, -1, 1]
  have e8 := congrFun h ![1, -1, -1, -1]
  simp [FourSpinModel.energy, spin] at e1 e2 e3 e4 e5 e6 e7 e8
  ext <;> linarith
```

The main theorem is an equivalence. Flip invariance holds exactly when one, and only one, `FourSpinModel` reproduces $E$ in every configuration; `∃!` says this. The forward direction takes the even cluster coefficients as the constants. For the converse, every term contains an even number of spins, so the signs cancel.

```lean
/-- An energy of four Ising spins is invariant under the global flip if and only if it is the
energy of exactly one model with an offset, pair exchanges and a four-spin exchange. -/
theorem flip_invariant_iff_existsUnique_model (E : Config (Fin 4) → ℝ) :
    (∀ s, E (-s) = E s) ↔ ∃! M : FourSpinModel, ∀ s, E s = M.energy s := by
  constructor
  · intro hE
    let c := clusterCoeff E
    let M : FourSpinModel :=
      ⟨c ∅, c {0, 1}, c {0, 2}, c {0, 3}, c {1, 2}, c {1, 3}, c {2, 3}, c univ⟩
    have hM : ∀ s, E s = M.energy s := by
      intro s
      have h0 : cluster (∅ : Finset (Fin 4)) s = 1 := by simp [cluster]
      have h4 : cluster univ s = spin s 0 * spin s 1 * spin s 2 * spin s 3 := by
        simp [cluster, Fin.prod_univ_four]
      have hp : ∀ i j : Fin 4, i ≠ j → cluster {i, j} s = spin s i * spin s j :=
        fun i j hij => Finset.prod_pair hij
      -- only the even clusters survive
      rw [(cluster_expansion E c).2 (fun _ => rfl) s, sum_even_clusters _
        (fun S hS => by rw [show c S = 0 from clusterCoeff_odd E hE S hS, zero_mul]),
        h0, h4, hp 0 1 (by decide), hp 0 2 (by decide), hp 0 3 (by decide),
        hp 1 2 (by decide), hp 1 3 (by decide), hp 2 3 (by decide)]
      simp only [FourSpinModel.energy, M]
      ring
    exact ⟨M, hM, fun N hN => energy_injective (funext fun s => (hN s).symm.trans (hM s))⟩
  · rintro ⟨M, hM, _⟩ s
    have hn : ∀ i, spin (-s) i = -spin s i := fun i => by simp [spin]
    rw [hM, hM]
    simp only [FourSpinModel.energy, hn]
    ring
```

Q: Suppose I distrust $K$ and want to absorb it into better pair constants, perhaps with site fields $h_i$ as well.

A: Then measure it with an energy difference that pairs and fields cannot affect:
$$X(E)=\frac18\sum_{s_1=+1}s_2s_3s_4\,E(s).$$

```lean
/-- The eight-state energy difference: the signed average of the energies of the
configurations with the first spin up, each with the sign of `s₁ s₂ s₃ s₄`. -/
def eightState (E : Config (Fin 4) → ℝ) : ℝ :=
  (E ![1, 1, 1, 1] - E ![1, 1, 1, -1] - E ![1, 1, -1, 1] - E ![1, -1, 1, 1]
    + E ![1, 1, -1, -1] + E ![1, -1, 1, -1] + E ![1, -1, -1, 1] - E ![1, -1, -1, -1]) / 8
```

With $s_1=+1$, the offset, pair and field terms are constants or products of at most two of $s_2,s_3,s_4$. All are orthogonal to $s_2s_3s_4$, so they drop out. The four-spin term contributes $K$.

```lean
/-- The eight-state energy difference of a four-spin model in arbitrary site fields is its
four-spin exchange `K`. -/
theorem eightState_eq_K (M : FourSpinModel) (h : Fin 4 → ℝ) :
    eightState (fun s => M.energy s + ∑ i, h i * spin s i) = M.K := by
  simp [eightState, FourSpinModel.energy, spin, Fin.sum_univ_four]
  ring
```

Now let $P$ be any model with $K=0$, fields allowed, and let $D=s_1s_2s_3s_4-P$ be its error. Then $X(D)=1-0=1$. But $X(D)$ averages eight errors with signs, so if $|D|<1$ everywhere, then $X(D)<1$, a contradiction. Some configuration therefore has an error of at least 1. Lean's `bound` and `key` are these two facts.

```lean
/-- A model with pair exchanges and site fields but no four-spin exchange differs from
`s₁ s₂ s₃ s₄` by at least 1 in some configuration. -/
theorem pair_model_misses_four_spin (M : FourSpinModel) (hK : M.K = 0) (h : Fin 4 → ℝ) :
    ∃ s : Config (Fin 4), 1 ≤ |spin s 0 * spin s 1 * spin s 2 * spin s 3
      - (M.energy s + ∑ i, h i * spin s i)| := by
  by_contra hc
  push Not at hc
  -- an error below 1 everywhere has an eight-state difference below 1
  have bound : ∀ D : Config (Fin 4) → ℝ, (∀ s, |D s| < 1) → eightState D < 1 := by
    intro D hD
    have b := fun s => abs_lt.1 (hD s)
    unfold eightState
    linarith [(b ![1, 1, 1, 1]).2, (b ![1, 1, 1, -1]).1, (b ![1, 1, -1, 1]).1,
      (b ![1, -1, 1, 1]).1, (b ![1, 1, -1, -1]).2, (b ![1, -1, 1, -1]).2,
      (b ![1, -1, -1, 1]).2, (b ![1, -1, -1, -1]).1]
  -- but the error of a pair model has eight-state difference exactly 1
  have key : eightState (fun s => spin s 0 * spin s 1 * spin s 2 * spin s 3
      - (M.energy s + ∑ i, h i * spin s i)) = 1 := by
    simp [eightState, FourSpinModel.energy, hK, spin, Fin.sum_univ_four]
    ring
  exact absurd key (bound _ hc).ne

end

end IsingClusterExpansion
```

```lean
#print axioms IsingClusterExpansion.flip_invariant_iff_existsUnique_model
#print axioms IsingClusterExpansion.eightState_eq_K
#print axioms IsingClusterExpansion.pair_model_misses_four_spin
```

```
'IsingClusterExpansion.flip_invariant_iff_existsUnique_model' depends on axioms: [propext, Classical.choice, Quot.sound]
'IsingClusterExpansion.eightState_eq_K' depends on axioms: [propext, Classical.choice, Quot.sound]
'IsingClusterExpansion.pair_model_misses_four_spin' depends on axioms: [propext, Classical.choice, Quot.sound]
```

Q: So what may I conclude about exchange constants fitted to total energies?

A: Take four classical Ising spins whose energy depends only on their signs and, apart from site fields, is unchanged by the global flip. Then a nonzero $X$ signals a four-spin term that no choice of pair constants can absorb. Without the flip symmetry, $X$ could also come from a three-spin term $s_2s_3s_4$. Non-collinear states, quantum spins and moment sizes that vary independently of the signs are not covered, nor does the theorem say how large $K$ is in a material.

Q: Would three spins have shown the same effect?

A: No. The even subsets of three sites are the empty set and the three pairs, so every flip-invariant energy of three Ising spins is an offset plus pair exchange. That follows from `cluster_expansion` and `clusterCoeff_odd`, although the file does not state it separately. Four is the smallest number of spins at which an offset and pair exchange can fail to reproduce a flip-invariant energy.
